# Real symmetric matrices over n monomial orbitals with a common factor give exactly the density prefactors of degree below 2n − 1

Take n real orbitals of the form x^i times one common real function, with i from 0 to n − 1; a real symmetric matrix P then gives a density equal to the square of that function times the polynomial ∑ P_ij x^(i+j). The theorem `range_densityMap` says that the polynomials obtained in this way are exactly the real polynomials of degree below 2n − 1. P need only be symmetric: no positivity, normalisation or particle number is imposed, so not every such P is a physical density matrix. The proof shows two inclusions: every term of the sum has degree below 2n − 1, and every power x^k in that range comes from a symmetric matrix built by adding 1/2 at (i, j) and 1/2 at (j, i), where i + j = k.

Lean 4 with Mathlib refuses this proof:

```lean
import Mathlib

open Polynomial Matrix

namespace RangeDensityMap

noncomputable section

/-- The space of real symmetric `n` by `n` matrices. -/
def symMat (n : ℕ) : Submodule ℝ (Matrix (Fin n) (Fin n) ℝ) where
  carrier := {P | ∀ i j, P i j = P j i}
  add_mem' := by
    intro a b ha hb
    simp only [Set.mem_ofPred_eq, Matrix.add_apply] at ha hb ⊢
    intro i j
    rw [ha i j, hb i j]
  zero_mem' := by
    intro i j
    rfl
  smul_mem' := by
    intro c a ha
    simp only [Set.mem_ofPred_eq, Matrix.smul_apply] at ha ⊢
    intro i j
    rw [ha i j]

/-- The linear map from a matrix `P` to the density prefactor `∑ P_ij x^(i+j)`. -/
def prefactor (n : ℕ) : Matrix (Fin n) (Fin n) ℝ →ₗ[ℝ] ℝ[X] where
  toFun P := ∑ i : Fin n, ∑ j : Fin n, monomial ((i : ℕ) + (j : ℕ)) (P i j)
  map_add' P Q := by
    simp only [Matrix.add_apply, map_add, Finset.sum_add_distrib]
  map_smul' c P := by
    simp only [Matrix.smul_apply, map_smul, Finset.smul_sum, RingHom.id_apply]

/-- The prefactor map restricted to symmetric matrices. -/
abbrev densityMap (n : ℕ) : symMat n →ₗ[ℝ] ℝ[X] :=
  (prefactor n).domRestrict (symMat n)

/-- The symmetric pair of matrix entries `r` at `(i,j)` and `(j,i)`, added if `i = j`. -/
def pair {n : ℕ} (i j : Fin n) (r : ℝ) : Matrix (Fin n) (Fin n) ℝ :=
  Matrix.single i j r + Matrix.single j i r

/-- A double sum over the entries of a matrix with at most one non-zero entry reduces to
one term, if the summand vanishes for zero entries. -/
theorem sum_single {n : ℕ} {M : Type*} [AddCommMonoid M] (F : Fin n → Fin n → ℝ → M)
    (hF : ∀ i j, F i j 0 = 0) (a b : Fin n) (r : ℝ) :
    ∑ i, ∑ j, F i j (Matrix.single a b r i j) = F a b r := by
  refine Eq.trans (Finset.sum_eq_single a ?_ ?_)
    (Eq.trans (Finset.sum_eq_single b ?_ ?_) ?_)
  · intro i _ hi
    refine Finset.sum_eq_zero fun j _ => ?_
    rw [Matrix.single_apply, if_neg (fun h => hi h.1.symm), hF]
  · exact fun h => absurd (Finset.mem_univ _) h
  · intro j _ hj
    rw [Matrix.single_apply, if_neg (fun h => hj h.2.symm), hF]
  · exact fun h => absurd (Finset.mem_univ _) h
  · rw [Matrix.single_apply, if_pos ⟨rfl, rfl⟩]

/-- A symmetric pair of entries is a symmetric matrix, and its prefactor is the single
monomial `2 r x^(i+j)`. -/
theorem pair_spec {n : ℕ} (i j : Fin n) (r : ℝ) :
    pair i j r ∈ symMat n ∧
      prefactor n (pair i j r) = monomial ((i : ℕ) + (j : ℕ)) (r + r) := by
  constructor
  · have h : ∀ p q, Matrix.single i j r p q = Matrix.single j i r q p := by
      intro p q
      by_cases h1 : i = p <;> by_cases h2 : j = q <;> simp [h1, h2]
    intro p q
    simp only [pair, Matrix.add_apply]
    linarith [h p q, h q p]
  · have h : ∀ a b : Fin n, prefactor n (Matrix.single a b r)
        = monomial ((a : ℕ) + (b : ℕ)) r := fun a b =>
      sum_single (fun i j s => monomial ((i : ℕ) + (j : ℕ)) s) (fun _ _ => map_zero _) a b r
    rw [pair, map_add, h, h, Nat.add_comm (j : ℕ) (i : ℕ), ← map_add]

/-- The prefactors of symmetric matrices are exactly the real polynomials of degree
below `2n - 1`. -/
theorem range_densityMap (n : ℕ) :
    LinearMap.range (densityMap n) = degreeLT ℝ (2 * n - 1) := by
  apply le_antisymm
  · rintro _ ⟨P, rfl⟩
    change ∑ i, ∑ j, monomial ((i : ℕ) + (j : ℕ)) (P.1 i j) ∈ _
    refine Submodule.sum_mem _ fun i _ => Submodule.sum_mem _ fun j _ => ?_
    have hij : (i : ℕ) + (j : ℕ) < 2 * n - 1 := by
      have := i.isLt
      have := j.isLt
      omega
    exact mem_degreeLT.2 (lt_of_le_of_lt (degree_monomial_le _ _) (by exact_mod_cast hij))
  · -- each power of x comes from a symmetric pair of entries
    rw [degreeLT_eq_span_X_pow, Submodule.span_le]
    intro p hp
    obtain ⟨k, hk, rfl⟩ := Finset.mem_image.1 (Finset.mem_coe.1 hp)
    have hk' := Finset.mem_range.1 hk
    obtain ⟨i, j, hij⟩ : ∃ i j : Fin n, (i : ℕ) + (j : ℕ) = k :=
      ⟨⟨min k (n - 1), by omega⟩, ⟨k - min k (n - 1), by omega⟩, by
        change min k (n - 1) + (k - min k (n - 1)) = k
        omega⟩
    refine ⟨⟨pair i j (1 / 2), (pair_spec i j _).1⟩, ?_⟩
    change prefactor n (pair i j (1 / 2)) = (X : ℝ[X]) ^ k
    rw [(pair_spec i j _).2, hij, add_halves, X_pow_eq_monomial]

end

end RangeDensityMap
```

The compiler's answer:

```
Main.lean:81:13: error(lean.synthInstanceFailed): failed to synthesize instance of type class
  Fintype ℕ

Hint: Adding the command `deriving instance Fintype for Nat` may allow Lean to derive the missing instance.
Main.lean:81:18: error(lean.synthInstanceFailed): failed to synthesize instance of type class
  Fintype ℕ

Hint: Adding the command `deriving instance Fintype for Nat` may allow Lean to derive the missing instance.
Main.lean:81:55: error: Application type mismatch: The argument
  i
has type
  ℕ
but is expected to have type
  Fin n
in the application
  ↑P i
```

The repair, with which the file compiles:

```diff
@@ -79,5 +79,5 @@
   apply le_antisymm
   · rintro _ ⟨P, rfl⟩
-    change ∑ i, ∑ j, monomial ((i : ℕ) + (j : ℕ)) (P.1 i j) ∈ _
+    change ∑ i : Fin n, ∑ j : Fin n, monomial ((i : ℕ) + (j : ℕ)) (P.1 i j) ∈ _
     refine Submodule.sum_mem _ fun i _ => Submodule.sum_mem _ fun j _ => ?_
     have hij : (i : ℕ) + (j : ℕ) < 2 * n - 1 := by
```

Cause. All three errors come from the `change` line, where the sums `∑ i, ∑ j` do not say what type `i` and `j` have. The first thing Lean learns about them is `(i : ℕ)` and `(j : ℕ)`. These were meant to convert an index from `Fin n` to a natural number, but as the type of the index is still open, Lean takes it to be `ℕ` itself and inserts no conversion.

A sum over all values of an index needs a `Fintype` instance, and `ℕ`, being infinite, has none; hence the first two messages, one for each sum. The hint to derive such an instance cannot help. The third message has the same origin: the matrix `P.1` takes indices in `Fin n`, but `i` is now a natural number.

The repair writes `∑ i : Fin n, ∑ j : Fin n`. With the types fixed at the start, `(i : ℕ)` and `(j : ℕ)` become the intended conversions, the sums are finite, and `P.1 i j` is well typed.
